# Singlet weights on the N central bonds of a spin-1/2 star sum to at most (N+1)/2

Let spin 0 be paired with spins 1 and 2, all spins 1/2. If 0 and 1 form a singlet, that bond has singlet weight 1 and the bond 0–2 only 1/4. The state $(2|100\rangle-|010\rangle-|001\rangle)/\sqrt6$ does better: each bond has weight 3/4, in total 3/2. This is the maximum, because among three two-valued spins two values always coincide, which ties the three swaps together. The same relation bounds a star with $N$ outer spins.

```lean
import Mathlib

open Matrix
open scoped ComplexOrder

namespace SingletStar

noncomputable section
```

## Swaps and singlet weights

A basis state assigns 0 or 1 to each site.

```lean
/-- A basis configuration of `n` spins 1/2: each site carries 0 or 1. -/
abbrev Config (n : ℕ) := Fin n → Fin 2
```

The swap $P_{ab}$ exchanges two spins.

```lean
/-- The matrix that exchanges the spins at sites `i` and `j`. -/
def swapOp {n : ℕ} (i j : Fin n) : Matrix (Config n) (Config n) ℂ :=
  Matrix.of fun s t => if s ∘ Equiv.swap i j = t then 1 else 0
```

The singlet projector $\Pi_{ab}$ uses the normalised state $(|01\rangle-|10\rangle)/\sqrt2$, with the identity on all other spins. The factor 1/2 in the code supplies the normalisation.

```lean
/-- The amplitudes of the unnormalised two-spin singlet `|01⟩ - |10⟩`. -/
def singletAmp (a b : Fin 2) : ℂ := if a = b then 0 else if a = 0 then 1 else -1

/-- The projector on the normalised singlet of two distinct sites `i` and `j`, times the identity
on all other spins; for `i = j` it is zero. -/
def singletProj {n : ℕ} (i j : Fin n) : Matrix (Config n) (Config n) ℂ :=
  Matrix.of fun s t => if ∀ k, k ≠ i → k ≠ j → s k = t k then
    1 / 2 * singletAmp (s i) (s j) * singletAmp (t i) (t j) else 0
```

Site 0 is the centre. For $i=0,\dots,N-1$, `i.succ` is the outer site $i+1$. Write $P_i=P_{0,i+1}$ and $Y=1+\sum_iP_i$.

```lean
/-- One plus the sum of the swaps of the central spin 0 with each of `N` outer spins. -/
def starMatrix (N : ℕ) : Matrix (Config (N + 1)) (Config (N + 1)) ℂ :=
  1 + ∑ i : Fin N, swapOp 0 i.succ
```

In a state $\rho$ the singlet weight is $w_{ab}=\mathrm{Re}\,\mathrm{Tr}(\rho\,\Pi_{ab})$.

```lean
/-- The singlet weight of the pair `i`, `j` in the state `ρ`. -/
def singletWeight {n : ℕ} (ρ : Matrix (Config n) (Config n) ℂ) (i j : Fin n) : ℝ :=
  (ρ * singletProj i j).trace.re
```

Comparing amplitudes on the two sites gives $\Pi_{ab}=(1-P_{ab})/2$; Lean checks all sixteen cases.

```lean
/-- The singlet projector of a pair is half of one minus the swap. -/
theorem singletProj_eq {n : ℕ} (i j : Fin n) :
    singletProj i j = (1 / 2 : ℂ) • (1 - swapOp i j) := by
  have key : ∀ a b c d : Fin 2, 1 / 2 * singletAmp a b * singletAmp c d =
      1 / 2 * ((if a = c ∧ b = d then 1 else 0) - (if b = c ∧ a = d then 1 else 0)) := by
    intro a b c d
    fin_cases a <;> fin_cases b <;> fin_cases c <;> fin_cases d <;> norm_num [singletAmp]
  ext s t
  simp only [singletProj, swapOp, Matrix.of_apply, Matrix.smul_apply, Matrix.sub_apply,
    Matrix.one_apply, smul_eq_mul]
  by_cases h : ∀ k, k ≠ i → k ≠ j → s k = t k
  · -- the configurations agree elsewhere, so only the two sites matter
    have h1 : s = t ↔ s i = t i ∧ s j = t j := by
      refine ⟨fun e => by simp [e], fun e => funext fun k => ?_⟩
      by_cases hi : k = i
      · rw [hi, e.1]
      by_cases hj : k = j
      · rw [hj, e.2]
      exact h k hi hj
    have h2 : s ∘ Equiv.swap i j = t ↔ s j = t i ∧ s i = t j := by
      refine ⟨fun e => by simp [← e], fun e => funext fun k => ?_⟩
      by_cases hi : k = i
      · simp [hi, e.1]
      by_cases hj : k = j
      · simp [hj, e.2]
      simp [Equiv.swap_apply_of_ne_of_ne hi hj, h k hi hj]
    simp only [if_pos h, h1, h2, key]
  · have h1 : s ≠ t := fun e => h fun k _ _ => by rw [e]
    have h2 : s ∘ Equiv.swap i j ≠ t := fun e => h fun k hi hj => by
      simp [← e, Equiv.swap_apply_of_ne_of_ne hi hj]
    simp [h, h1, h2]
```

Swapping twice restores the state, so $P_{ab}^2=1$ and $P_{ab}^\dagger=P_{ab}$.

```lean
lemma swapOp_mul_apply {n : ℕ} (i j : Fin n) (M : Matrix (Config n) (Config n) ℂ)
    (s t : Config n) : (swapOp i j * M) s t = M (s ∘ Equiv.swap i j) t := by
  simp [swapOp, Matrix.mul_apply]

lemma comp_swap_swap {n : ℕ} (i j : Fin n) (s : Config n) :
    (s ∘ Equiv.swap i j) ∘ Equiv.swap i j = s := by
  funext x; simp

lemma swapOp_sq {n : ℕ} (i j : Fin n) : swapOp i j * swapOp i j = 1 := by
  ext s t
  rw [swapOp_mul_apply]
  simp only [swapOp, Matrix.of_apply, comp_swap_swap, Matrix.one_apply]

lemma swapOp_herm {n : ℕ} (i j : Fin n) : (swapOp i j)ᴴ = swapOp i j := by
  ext s t
  have h : t ∘ Equiv.swap i j = s ↔ s ∘ Equiv.swap i j = t :=
    ⟨fun e => by rw [← e, comp_swap_swap], fun e => by rw [← e, comp_swap_swap]⟩
  simp only [Matrix.conjTranspose_apply, swapOp, Matrix.of_apply, h]
  split_ifs <;> simp
```

Hence $\Pi_{ab}^\dagger=\Pi_{ab}$ and $\Pi_{ab}^2=\tfrac14(2-2P_{ab})=\Pi_{ab}$.

```lean
lemma singletProj_herm {n : ℕ} (i j : Fin n) : (singletProj i j)ᴴ = singletProj i j := by
  have h : star (1 / 2 : ℂ) = 1 / 2 := by simp
  rw [singletProj_eq, Matrix.conjTranspose_smul, Matrix.conjTranspose_sub,
    Matrix.conjTranspose_one, swapOp_herm, h]

lemma singletProj_sq {n : ℕ} (i j : Fin n) :
    singletProj i j * singletProj i j = singletProj i j := by
  have h : (1 - swapOp i j) * (1 - swapOp i j)
      = 1 - swapOp i j - swapOp i j + swapOp i j * swapOp i j := by noncomm_ring
  rw [singletProj_eq, smul_mul_smul_comm, h, swapOp_sq]
  module
```

## Three spins, two values

For distinct $a,b,c$,
$$P_{ab}P_{ac}+P_{ac}P_{ab}=P_{ab}+P_{ac}+P_{bc}-1.$$
Compare rows $s$. If $s_a=s_b$, then $P_{ab}$ acts as 1 and the two products act as $P_{ac}$ and $P_{bc}$, so both sides agree. The case $s_a=s_c$ is alike. If $s_b=s_c$, then $P_{bc}$ acts as 1 and the products act as $P_{ab}$ and $P_{ac}$.

```lean
/-- For three distinct spins 1/2, the anticommutator of two swaps that share a spin is the sum of
the three swaps minus one. -/
theorem swap_anticommutator {n : ℕ} {a b c : Fin n} (hab : a ≠ b) (hac : a ≠ c) (hbc : b ≠ c) :
    swapOp a b * swapOp a c + swapOp a c * swapOp a b
      = swapOp a b + swapOp a c + swapOp b c - 1 := by
  have hba := hab.symm
  have hca := hac.symm
  have hcb := hbc.symm
  have two : ∀ x y z : Fin 2, x = y ∨ x = z ∨ y = z := by decide
  ext s t
  simp only [Matrix.add_apply, Matrix.sub_apply, swapOp_mul_apply, Matrix.one_apply]
  simp only [swapOp, Matrix.of_apply]
  -- two of the three spin values coincide
  rcases two (s a) (s b) (s c) with h | h | h
  · obtain ⟨e1, e2⟩ : s ∘ Equiv.swap a b = s ∧
        (s ∘ Equiv.swap a c) ∘ Equiv.swap a b = s ∘ Equiv.swap b c := by
      constructor <;> funext x <;> by_cases h1 : x = a <;> by_cases h2 : x = b <;>
        by_cases h3 : x = c <;> simp_all [Equiv.swap_apply_def]
    rw [e2, e1]; ring
  · obtain ⟨e1, e2⟩ : s ∘ Equiv.swap a c = s ∧
        (s ∘ Equiv.swap a b) ∘ Equiv.swap a c = s ∘ Equiv.swap b c := by
      constructor <;> funext x <;> by_cases h1 : x = a <;> by_cases h2 : x = b <;>
        by_cases h3 : x = c <;> simp_all [Equiv.swap_apply_def]
    rw [e2, e1]; ring
  · obtain ⟨e1, e2, e3⟩ : s ∘ Equiv.swap b c = s ∧
        (s ∘ Equiv.swap a b) ∘ Equiv.swap a c = s ∘ Equiv.swap a b ∧
        (s ∘ Equiv.swap a c) ∘ Equiv.swap a b = s ∘ Equiv.swap a c := by
      refine ⟨?_, ?_, ?_⟩ <;> funext x <;> by_cases h1 : x = a <;> by_cases h2 : x = b <;>
        by_cases h3 : x = c <;> simp_all [Equiv.swap_apply_def]
    rw [e2, e3, e1]; ring
```

## A sum of squares

Let $S=\sum_iP_i$. The terms $i=j$ of $S^2$ give $N$, and the relation above handles the rest:
$$S^2=N+(N-1)S-\sum_{i,j}\Pi_{i+1,j+1},$$
where $\Pi_{aa}=0$. Adding $1+2S$ gives
$$(N+1)Y=Y^2+\sum_{i,j}\Pi_{i+1,j+1}.$$
In Lean, `pair` treats both kinds of term, and `h3` is twice the formula for $S^2$.

```lean
/-- `N + 1` times the star matrix is its square plus the singlet projectors of all ordered pairs
of outer spins. -/
theorem star_identity (N : ℕ) : ((N : ℂ) + 1) • starMatrix N =
    starMatrix N * starMatrix N + ∑ i : Fin N, ∑ j : Fin N, singletProj i.succ j.succ := by
  obtain ⟨P, hP⟩ : ∃ P : Fin N → Matrix (Config (N + 1)) (Config (N + 1)) ℂ,
      ∀ i, swapOp 0 i.succ = P i := ⟨_, fun _ => rfl⟩
  have pair : ∀ i j, P i * P j + P j * P i = P i + P j
      - (2 : ℂ) • singletProj i.succ j.succ + if i = j then (2 : ℂ) • (1 - P i) else 0 := by
    intro i j
    rw [← hP, ← hP, singletProj_eq]
    by_cases h : i = j
    · have h1 : swapOp j.succ j.succ = 1 := by
        ext s t; simp [swapOp, Matrix.one_apply]
      rw [if_pos h, h, swapOp_sq, h1]
      module
    · rw [if_neg h, swap_anticommutator (Fin.succ_ne_zero i).symm (Fin.succ_ne_zero j).symm
        (fun e => h (Fin.succ_injective _ e))]
      module
  have h1 : (∑ i, P i) * (∑ i, P i) = ∑ i, ∑ j, P i * P j := Finset.sum_mul_sum _ _ _ _
  have h2 : (∑ i, P i) * (∑ i, P i) = ∑ i, ∑ j, P j * P i := h1.trans Finset.sum_comm
  have h3 : (∑ i, P i) * (∑ i, P i) + (∑ i, P i) * (∑ i, P i) = (2 * N : ℂ) • (∑ i, P i)
      - (2 : ℂ) • (∑ i : Fin N, ∑ j : Fin N, singletProj i.succ j.succ)
      + (2 : ℂ) • ((N : ℂ) • 1 - ∑ i, P i) := by
    refine (congrArg₂ (· + ·) h1 h2).trans ?_
    simp only [← Finset.sum_add_distrib, pair]
    simp only [Finset.sum_add_distrib, Finset.sum_sub_distrib, Finset.sum_const,
      ← Finset.smul_sum, Finset.sum_ite_eq, Finset.mem_univ, if_true, Finset.card_univ,
      Fintype.card_fin]
    module
  have h4 : ∀ X : Matrix (Config (N + 1)) (Config (N + 1)) ℂ,
      (1 + X) * (1 + X) = 1 + X + X + X * X := fun X => by noncomm_ring
  simp only [starMatrix, hP]
  rw [h4]
  linear_combination (norm := module) (-1 / 2 : ℂ) • h3
```

Since $Y^2=Y^\dagger Y$ and $\Pi=\Pi^\dagger\Pi$, the right side is positive semidefinite. Dividing by $N+1$ gives $Y\ge0$.

```lean
lemma starMatrix_herm (N : ℕ) : (starMatrix N)ᴴ = starMatrix N := by
  simp [starMatrix, Matrix.conjTranspose_sum, swapOp_herm]

/-- One plus the sum of the central swaps is positive semidefinite. -/
theorem star_posSemidef (N : ℕ) : (starMatrix N).PosSemidef := by
  have h1 : (starMatrix N * starMatrix N).PosSemidef := by
    simpa only [starMatrix_herm] using posSemidef_conjTranspose_mul_self (starMatrix N)
  have h2 : ∀ i j : Fin (N + 1), (singletProj i j).PosSemidef := fun i j => by
    simpa only [singletProj_herm, singletProj_sq] using
      posSemidef_conjTranspose_mul_self (singletProj i j)
  have h3 := h1.add (posSemidef_sum Finset.univ fun (i : Fin N) _ =>
    posSemidef_sum Finset.univ fun (j : Fin N) _ => h2 i.succ j.succ)
  rw [← star_identity] at h3
  have hc : (0 : ℂ) ≤ ((((N : ℝ) + 1)⁻¹ : ℝ) : ℂ) :=
    Complex.zero_le_real.2 (by positivity)
  have hN : (N : ℂ) + 1 ≠ 0 := by exact_mod_cast Nat.succ_ne_zero N
  have h4 := h3.smul hc
  rw [smul_smul] at h4
  simpa [hN] using h4
```

## A state that Y annihilates

Put one spin in state 1, with amplitude $N$ at the centre and $-1$ at each outer site. The norm is $\sqrt{N(N+1)}$.

```lean
/-- The unnormalised vector on the configurations with a single 1, with amplitude `N` when the 1
sits at the centre and `-1` when it sits at an outer site. -/
def starState (N : ℕ) : Config (N + 1) → ℂ := fun s =>
  ∑ k, if s = Pi.single k 1 then (if k = 0 then (N : ℂ) else -1) else 0
```

$Y$ gives amplitude $N-N=0$ at the centre and $-1+N-(N-1)=0$ at an outer site. For $N\ge1$ the vector is nonzero.

```lean
/-- For at least one outer spin, `starState` is a nonzero vector in the kernel of the star
matrix. -/
theorem star_kernel {N : ℕ} (hN : 1 ≤ N) :
    starMatrix N *ᵥ starState N = 0 ∧ starState N ≠ 0 := by
  constructor
  · -- a swap moves the flipped spin
    have move : ∀ (i : Fin N) (s : Config (N + 1)), (swapOp 0 i.succ *ᵥ starState N) s =
        ∑ k, if s = Pi.single k 1 then
          (if Equiv.swap 0 i.succ k = 0 then (N : ℂ) else -1) else 0 := by
      intro i s
      have h0 : (swapOp 0 i.succ *ᵥ starState N) s = starState N (s ∘ Equiv.swap 0 i.succ) := by
        simp [swapOp, Matrix.mulVec, dotProduct]
      rw [h0, starState, ← Equiv.sum_comp (Equiv.swap 0 i.succ)]
      refine Finset.sum_congr rfl fun k _ => ?_
      have he : (Pi.single (Equiv.swap 0 i.succ k) 1 : Config (N + 1))
          = (Pi.single k 1 : Config (N + 1)) ∘ Equiv.swap 0 i.succ := by
        funext x
        have hx : x = Equiv.swap 0 i.succ k ↔ Equiv.swap 0 i.succ x = k :=
          ⟨fun e => by rw [e, Equiv.swap_apply_self], fun e => by rw [← e, Equiv.swap_apply_self]⟩
        simp only [Function.comp_apply, Pi.single_apply, hx]
      have hi : s ∘ Equiv.swap 0 i.succ = Pi.single (Equiv.swap 0 i.succ k) 1 ↔
          s = Pi.single k 1 := by
        rw [he]
        exact (Equiv.swap 0 i.succ).surjective.injective_comp_right.eq_iff
      simp only [hi]
    -- the amplitudes cancel for every position of the flipped spin
    have amp : ∀ k : Fin (N + 1), (if k = 0 then (N : ℂ) else -1) +
        ∑ i : Fin N, (if Equiv.swap 0 i.succ k = 0 then (N : ℂ) else -1) = 0 := by
      intro k
      refine Fin.cases ?_ (fun j => ?_) k
      · simp [Fin.succ_ne_zero]
      · have h : ∀ i : Fin N, (if Equiv.swap 0 i.succ j.succ = 0 then (N : ℂ) else -1)
            = -1 + if i = j then (N : ℂ) + 1 else 0 := by
          intro i
          by_cases hij : i = j
          · simp [hij]
          · rw [Equiv.swap_apply_of_ne_of_ne (Fin.succ_ne_zero j)
              (fun e => hij (Fin.succ_injective _ e).symm)]
            simp [hij, Fin.succ_ne_zero]
        simp only [h, Finset.sum_add_distrib]
        simp [Fin.succ_ne_zero]
    funext s
    rw [starMatrix, Matrix.add_mulVec, Matrix.one_mulVec, Matrix.sum_mulVec, Pi.add_apply,
      Finset.sum_apply]
    simp only [move]
    rw [Finset.sum_comm, starState, ← Finset.sum_add_distrib]
    refine Finset.sum_eq_zero fun k _ => ?_
    by_cases h : s = Pi.single k 1
    · simpa only [if_pos h] using amp k
    · simp [h]
  · intro h
    have hk : ∀ k : Fin (N + 1),
        (Pi.single 0 1 : Config (N + 1)) = Pi.single k 1 ↔ 0 = k := by
      refine fun k => ⟨fun e => ?_, fun e => by rw [e]⟩
      by_contra hne
      have := congrFun e 0
      simp [hne] at this
    have h0 := congrFun h (Pi.single 0 1)
    simp only [starState, hk, Finset.sum_ite_eq, Finset.mem_univ, if_true, Pi.zero_apply] at h0
    have : N = 0 := by exact_mod_cast h0
    omega
```

## The bound and its equality case

A density matrix, pure or mixed, is positive semidefinite with trace 1. For Hermitian $A$, $\mathrm{Tr}(\rho A^2)=\mathrm{Tr}(A\rho A)\ge0$, so weights are nonnegative.

```lean
lemma trace_sq_nonneg {n : ℕ} {ρ A : Matrix (Config n) (Config n) ℂ} (hρ : ρ.PosSemidef)
    (hA : Aᴴ = A) : 0 ≤ (ρ * (A * A)).trace.re := by
  have h := (hρ.mul_mul_conjTranspose_same A).trace_nonneg
  rw [hA, Matrix.trace_mul_cycle, Matrix.trace_mul_comm] at h
  exact (Complex.nonneg_iff.1 h).1

lemma singletWeight_nonneg {n : ℕ} {ρ : Matrix (Config n) (Config n) ℂ} (hρ : ρ.PosSemidef)
    (i j : Fin n) : 0 ≤ singletWeight ρ i j := by
  have h := trace_sq_nonneg hρ (singletProj_herm i j)
  rwa [singletProj_sq] at h
```

Let $W=\sum_iw_{0,i+1}$. From $P_i=1-2\Pi_{0,i+1}$, $\mathrm{Re}\,\mathrm{Tr}(\rho Y)=N+1-2W$.

```lean
lemma trace_star {N : ℕ} {ρ : Matrix (Config (N + 1)) (Config (N + 1)) ℂ} (h1 : ρ.trace = 1) :
    (ρ * starMatrix N).trace.re = N + 1 - 2 * ∑ i : Fin N, singletWeight ρ 0 i.succ := by
  have h : ∀ i : Fin N, (ρ * swapOp 0 i.succ).trace.re = 1 - 2 * singletWeight ρ 0 i.succ := by
    intro i
    have e : swapOp 0 i.succ = 1 - singletProj 0 i.succ - singletProj 0 i.succ := by
      rw [singletProj_eq]; module
    rw [e, mul_sub, mul_sub, mul_one, Matrix.trace_sub, Matrix.trace_sub, h1, Complex.sub_re,
      Complex.sub_re, Complex.one_re, singletWeight]
    ring
  rw [starMatrix, mul_add, mul_one, Finset.mul_sum, Matrix.trace_add, Matrix.trace_sum, h1,
    Complex.add_re, Complex.re_sum, Complex.one_re]
  simp only [h, Finset.sum_sub_distrib, ← Finset.mul_sum]
  simp only [Finset.sum_const, Finset.card_univ, Fintype.card_fin, nsmul_eq_mul, mul_one]
  ring
```

Tracing the sum of squares with $\rho$ and dropping $\mathrm{Tr}(\rho Y^2)\ge0$ gives
$$\sum_{i,j}w_{i+1,j+1}\le(N+1)(N+1-2W).$$

```lean
/-- In a density matrix, the singlet weights of all ordered pairs of outer spins sum to at most
`2 * (N + 1)` times the amount by which the sum of the central weights falls short of `(N + 1) / 2`.
-/
theorem outer_weight_le {N : ℕ} {ρ : Matrix (Config (N + 1)) (Config (N + 1)) ℂ}
    (hρ : ρ.PosSemidef) (h1 : ρ.trace = 1) :
    ∑ i : Fin N, ∑ j : Fin N, singletWeight ρ i.succ j.succ ≤
      (N + 1) * (N + 1 - 2 * ∑ i : Fin N, singletWeight ρ 0 i.succ) := by
  have h := congrArg (fun M => (ρ * M).trace.re) (star_identity N)
  have hc : (N : ℂ) + 1 = (((N : ℝ) + 1 : ℝ) : ℂ) := by simp
  simp only [mul_add, mul_smul_comm, Finset.mul_sum, Matrix.trace_add, Matrix.trace_smul,
    Matrix.trace_sum, Complex.add_re, Complex.re_sum, smul_eq_mul] at h
  rw [hc, Complex.re_ofReal_mul, trace_star h1] at h
  have h2 := trace_sq_nonneg hρ (starMatrix_herm N)
  simp only [singletWeight] at h ⊢
  linarith
```

The left side is nonnegative, so $W\le(N+1)/2$.

```lean
/-- Monogamy of singlets on a star: in every density matrix the singlet weights of the `N` central
bonds sum to at most `(N + 1) / 2`. -/
theorem singlet_monogamy {N : ℕ} {ρ : Matrix (Config (N + 1)) (Config (N + 1)) ℂ}
    (hρ : ρ.PosSemidef) (h1 : ρ.trace = 1) :
    ∑ i : Fin N, singletWeight ρ 0 i.succ ≤ ((N : ℝ) + 1) / 2 := by
  have h := outer_weight_le hρ h1
  have h0 : 0 ≤ ∑ i : Fin N, ∑ j : Fin N, singletWeight ρ i.succ j.succ :=
    Finset.sum_nonneg fun i _ => Finset.sum_nonneg fun j _ => singletWeight_nonneg hρ _ _
  have hN : (0 : ℝ) < N + 1 := by positivity
  have := (mul_nonneg_iff_of_pos_left hN).1 (h0.trans h)
  linarith
```

At equality the right side vanishes, and with it every outer weight.

```lean
/-- If a density matrix attains the bound, every pair of outer spins has singlet weight zero. -/
theorem outer_weight_eq_zero {N : ℕ} {ρ : Matrix (Config (N + 1)) (Config (N + 1)) ℂ}
    (hρ : ρ.PosSemidef) (h1 : ρ.trace = 1)
    (hmax : ∑ i : Fin N, singletWeight ρ 0 i.succ = ((N : ℝ) + 1) / 2) (i j : Fin N) :
    singletWeight ρ i.succ j.succ = 0 := by
  have h := outer_weight_le hρ h1
  have hz : ((N : ℝ) + 1) * (N + 1 - 2 * (((N : ℝ) + 1) / 2)) = 0 := by ring
  rw [hmax, hz] at h
  have h2 := Finset.single_le_sum (f := fun j : Fin N => singletWeight ρ i.succ j.succ)
    (fun j _ => singletWeight_nonneg hρ _ _) (Finset.mem_univ j)
  have h3 := Finset.single_le_sum
    (f := fun i : Fin N => ∑ j : Fin N, singletWeight ρ i.succ j.succ)
    (fun i _ => Finset.sum_nonneg fun j _ => singletWeight_nonneg hρ _ _) (Finset.mem_univ i)
  exact le_antisymm (h2.trans (h3.trans h)) (singletWeight_nonneg hρ _ _)
```

For $N\ge1$, the normalised projector on the kernel vector has $\mathrm{Tr}(\rho Y)=0$, so $W=(N+1)/2$.

```lean
/-- For at least one outer spin, some density matrix attains the bound `(N + 1) / 2`. -/
theorem singlet_monogamy_sharp {N : ℕ} (hN : 1 ≤ N) :
    ∃ ρ : Matrix (Config (N + 1)) (Config (N + 1)) ℂ, ρ.PosSemidef ∧ ρ.trace = 1 ∧
      ∑ i : Fin N, singletWeight ρ 0 i.succ = ((N : ℝ) + 1) / 2 := by
  obtain ⟨hk, hne⟩ := star_kernel hN
  have hnn := Complex.nonneg_iff.1 (dotProduct_star_self_nonneg (starState N))
  obtain ⟨r, hr, hz⟩ : ∃ r : ℝ, 0 ≤ r ∧ star (starState N) ⬝ᵥ starState N = (r : ℂ) :=
    ⟨_, hnn.1, Complex.ext (Complex.ofReal_re _).symm (by rw [← hnn.2, Complex.ofReal_im])⟩
  have hr0 : r ≠ 0 := fun e => hne (dotProduct_star_self_eq_zero.1 (by rw [hz, e]; simp))
  -- the normalised projector on the kernel vector
  let ρ := ((r⁻¹ : ℝ) : ℂ) • vecMulVec (starState N) (star (starState N))
  have ht : ρ.trace = 1 := by
    simp only [ρ]
    rw [Matrix.trace_smul, Matrix.trace_vecMulVec, dotProduct_comm, hz, smul_eq_mul,
      ← Complex.ofReal_mul, inv_mul_cancel₀ hr0, Complex.ofReal_one]
  refine ⟨ρ, (posSemidef_vecMulVec_self_star _).smul
    (Complex.zero_le_real.2 (inv_nonneg.2 hr)), ht, ?_⟩
  have h0 : (ρ * starMatrix N).trace = 0 := by
    rw [Matrix.trace_mul_comm]
    simp only [ρ]
    rw [mul_smul_comm, Matrix.mul_vecMulVec, hk]
    simp
  have h := trace_star ht
  rw [h0, Complex.zero_re] at h
  linarith

end

end SingletStar
```

With $\hbar=1$, $\mathbf S_0\cdot\mathbf S_{i+1}=\tfrac14-\Pi_{0,i+1}$. For $N\ge1$, a finite Heisenberg star with equal antiferromagnetic couplings and no outer couplings, $H=J\sum_i\mathbf S_0\cdot\mathbf S_{i+1}$ with $J>0$, therefore has ground energy $-J(N+2)/4$, a reference value for exact diagonalisation. Applying this to a material further assumes that each site holds one localised spin 1/2.

```lean
#print axioms SingletStar.star_posSemidef
#print axioms SingletStar.singlet_monogamy
#print axioms SingletStar.outer_weight_eq_zero
#print axioms SingletStar.singlet_monogamy_sharp
```

```
'SingletStar.star_posSemidef' depends on axioms: [propext, Classical.choice, Quot.sound]
'SingletStar.singlet_monogamy' depends on axioms: [propext, Classical.choice, Quot.sound]
'SingletStar.outer_weight_eq_zero' depends on axioms: [propext, Classical.choice, Quot.sound]
'SingletStar.singlet_monogamy_sharp' depends on axioms: [propext, Classical.choice, Quot.sound]
```
